# Van Vleck cancellation: equally weighted Raman orderings of time-even couplings sum to zero between Kramers partners

For an odd number of electrons, a time-even Hermitian coupling has no matrix element between a state and its time-reversed partner. In a two-phonon process that connects these partners through an intermediate level by two such couplings, the amplitudes of the two orders of absorption and emission cancel when they carry equal weights. With the energy denominators of perturbation theory the weights differ for phonons of non-zero energy, and a remainder can survive.

The physical problem is how a paramagnetic centre relaxes by exchanging energy with lattice vibrations. In the direct process one phonon flips the spin; in the Raman process one phonon is absorbed and another emitted. The results bear on relaxation rates of Kramers ions computed in zero magnetic field, for the electronic part of the amplitude and one intermediate level at a time.

## Time reversal and time-even operators

States are vectors $v$ in a complex inner-product space $V$ of any dimension. The inner product $\langle x,y\rangle$ is conjugate-linear in its first slot, as in Dirac notation.

```lean
import Mathlib

open scoped InnerProductSpace ComplexConjugate

namespace VanVleckCancellation

noncomputable section

variable {V : Type*} [NormedAddCommGroup V] [InnerProductSpace ℂ V]
```

The letter $T$ denotes time reversal, not temperature. The type `V →ₛₗ[starRingEnd ℂ] V` says that $T$ is additive and that $T(cx)=\bar c\,Tx$. The structure adds $\langle Tx,Ty\rangle=\langle y,x\rangle$ and $T^2=-1$; the minus sign stands for an odd number of electrons. The Kramers partner of $v$ is $Tv$.

```lean
/-- Time reversal for an odd number of electrons: a conjugate-linear map `T` that is
antiunitary and squares to `-1`. -/
structure IsKramersReversal (T : V →ₛₗ[starRingEnd ℂ] V) : Prop where
  antiunitary : ∀ x y, ⟪T x, T y⟫_ℂ = ⟪y, x⟫_ℂ
  sq_eq_neg : ∀ x, T (T x) = -x
```

An operator is time-even if it commutes with $T$. Lattice displacements that modulate the crystal field give couplings of this kind, whereas a Zeeman term is time-odd.

```lean
/-- An operator is time-even if it commutes with the time reversal `T`. -/
def TimeEven (T : V →ₛₗ[starRingEnd ℂ] V) (A : V →ₗ[ℂ] V) : Prop :=
  ∀ x, A (T x) = T (A x)
```

Hermitian operators appear as linear maps with `IsSymmetric`, that is $\langle Ax,y\rangle=\langle x,Ay\rangle$. They are defined on all of $V$, so an unbounded operator with a smaller domain does not fit directly. The vector $v$ need not be normalised. For $v\neq0$, the matrix element between normalised states is the stated one divided by $\|v\|^2$, since $\|Tv\|=\|v\|$.

## (a) An operator and its adjoint between partners

Let $X$ be time-even with adjoint $Y$, so that $\langle Xx,y\rangle=\langle x,Yy\rangle$ for all $x,y$. Show that
$$\langle Tv,Xv\rangle=-\langle Tv,Yv\rangle .$$

Apply antiunitarity to the pair $Xv$, $Tv$, then use $T^2=-1$, the commutation of $X$ with $T$, and the adjoint:
$$\langle Tv,Xv\rangle=\langle TXv,T^2v\rangle=-\langle TXv,v\rangle=-\langle XTv,v\rangle=-\langle Tv,Yv\rangle .$$

The single `rw` line makes these replacements: `hT.antiunitary` reverses the states, `hT.sq_eq_neg` supplies the sign, `hX` exchanges $T$ and $X$, and `hXY` moves $X$ across.

```lean
/-- If a time-even operator `X` has the adjoint `Y`, then the matrix elements of `X` and `Y`
between a state and its Kramers partner are opposite. -/
theorem partner_element_adjoint {T : V →ₛₗ[starRingEnd ℂ] V} (hT : IsKramersReversal T)
    {X Y : V →ₗ[ℂ] V} (hXY : ∀ x y, ⟪X x, y⟫_ℂ = ⟪x, Y y⟫_ℂ) (hX : TimeEven T X) (v : V) :
    ⟪T v, X v⟫_ℂ = -⟪T v, Y v⟫_ℂ := by
  -- reverse both states, then move `X` to the other side
  rw [← hT.antiunitary (X v) (T v), hT.sq_eq_neg, ← hX v, inner_neg_right, hXY]
```

## (b) The direct process

Let $A$ be symmetric and time-even. Show that one phonon coupled through $A$ cannot connect the partners to first order:
$$\langle Tv,Av\rangle=0 .$$

Since $A$ is its own adjoint, part (a) with $X=Y=A$ gives $\langle Tv,Av\rangle=-\langle Tv,Av\rangle$. Hence $2\langle Tv,Av\rangle=0$, and the element vanishes. In Lean, `h` is this self-negation, and `linear_combination h / 2` divides by two.

```lean
/-- Direct process: a symmetric time-even perturbation has no matrix element between a state
and its Kramers partner. -/
theorem direct_process_vanishes {T : V →ₛₗ[starRingEnd ℂ] V} (hT : IsKramersReversal T)
    {A : V →ₗ[ℂ] V} (hA : A.IsSymmetric) (hAT : TimeEven T A) (v : V) :
    ⟪T v, A v⟫_ℂ = 0 := by
  have h := partner_element_adjoint hT (fun x y => hA x y) hAT v
  linear_combination h / 2
```

The same argument gives Kramers degeneracy. With $A=1$ it yields $\langle Tv,v\rangle=0$. If $H$ is a symmetric time-even Hamiltonian and $Hv=Ev$ with $v\neq0$, then $E$ is real and $HTv=THv=E\,Tv$. So $v$ and $Tv$ are orthogonal, non-zero eigenvectors with the same energy.

## (c) The two Raman orderings

Let $A$, $B$ and $P$ be symmetric and time-even. Here $A$ and $B$ are the electronic couplings to two phonon modes with real displacement patterns, such as the normal modes of a molecule. For a travelling wave in a crystal the pattern is complex, and the coupling need be neither Hermitian nor time-even. The operator $P$ represents the intermediate level, for example as the projector on an excited doublet. The theorem does not require $P^2=P$. Show that
$$\langle Tv,BPAv\rangle=-\langle Tv,APBv\rangle .$$

The product $BPA$ is time-even, because $T$ passes through one factor at a time:
$$BPAT=BPTA=BTPA=TBPA .$$
Its adjoint is the product in reverse order:
$$\langle BPAx,y\rangle=\langle PAx,By\rangle=\langle Ax,PBy\rangle=\langle x,APBy\rangle .$$
Part (a) with $X=BPA$ and $Y=APB$ gives the result.

In the code, `∘ₗ` composes linear maps, with the rightmost acting first. The three rewrites in `hX` are the commutation steps, and the chain of `.trans` is the adjoint calculation.

```lean
/-- For symmetric time-even `A`, `B`, `P`, the two orderings of a second-order process through
`P` have opposite amplitudes between a state and its Kramers partner. -/
theorem raman_paths_opposite {T : V →ₛₗ[starRingEnd ℂ] V} (hT : IsKramersReversal T)
    {A B P : V →ₗ[ℂ] V} (hA : A.IsSymmetric) (hB : B.IsSymmetric) (hP : P.IsSymmetric)
    (hAT : TimeEven T A) (hBT : TimeEven T B) (hPT : TimeEven T P) (v : V) :
    ⟪T v, B (P (A v))⟫_ℂ = -⟪T v, A (P (B v))⟫_ℂ := by
  have hX : TimeEven T (B ∘ₗ P ∘ₗ A) := by
    intro x
    simp only [LinearMap.comp_apply]
    rw [hAT x, hPT (A x), hBT (P (A x))]
  -- the adjoint of `B P A` is `A P B`
  exact partner_element_adjoint (X := B ∘ₗ P ∘ₗ A) (Y := A ∘ₗ P ∘ₗ B) hT
    (fun x y => (hB _ _).trans ((hP _ _).trans (hA _ _))) hX v
```

## (d) The equally weighted sum

With the same assumptions, show that
$$\langle Tv,(APB+BPA)v\rangle=0 .$$

The inner product is additive in its second slot, so part (c) gives
$$\langle Tv,APBv\rangle+\langle Tv,BPAv\rangle=\langle Tv,APBv\rangle-\langle Tv,APBv\rangle=0 .$$

The `simp only` call splits the sum, `rw` inserts part (c), and `ring` cancels the terms.

```lean
/-- Van Vleck cancellation: for symmetric time-even `A`, `B`, `P`, the sum of the two orderings
`A P B + B P A` has no matrix element between a state and its Kramers partner. -/
theorem van_vleck_cancellation {T : V →ₛₗ[starRingEnd ℂ] V} (hT : IsKramersReversal T)
    {A B P : V →ₗ[ℂ] V} (hA : A.IsSymmetric) (hB : B.IsSymmetric) (hP : P.IsSymmetric)
    (hAT : TimeEven T A) (hBT : TimeEven T B) (hPT : TimeEven T P) (v : V) :
    ⟪T v, (A ∘ₗ P ∘ₗ B + B ∘ₗ P ∘ₗ A) v⟫_ℂ = 0 := by
  simp only [LinearMap.add_apply, LinearMap.comp_apply, inner_add_right]
  rw [raman_paths_opposite hT hA hB hP hAT hBT hPT v]
  ring
```

## Energy denominators for absorption and emission

Let the intermediate level lie at energy $\Delta$ above the doublet, and let both phonons have energy $\omega$, as energy conservation requires when the partners are degenerate. Mode $B$ is absorbed and mode $A$ emitted. If absorption comes first, the initial energy minus the intermediate energy is $\omega-\Delta$. If emission comes first, both phonons are present in the intermediate state, and the difference is $\omega-(\Delta+2\omega)=-\omega-\Delta$. The electronic operator is therefore
$$R=\frac{APB}{\omega-\Delta}+\frac{BPA}{-\omega-\Delta}.$$

This form comes from second-order perturbation theory with the phonon factors removed. That step from the full spin-phonon Hamiltonian to $R$ is put in by definition and not derived.

```lean
/-- Second-order Raman operator through a level at energy `Δ`, for phonons of energy `ω`: `B`
absorbs and `A` emits, in either order. At the resonances `ω = Δ` and `ω = -Δ` Lean sets the
undefined weight to `0`, which has no physical meaning. -/
def ramanOperator (A B P : V →ₗ[ℂ] V) (Δ ω : ℝ) : V →ₗ[ℂ] V :=
  (((ω - Δ)⁻¹ : ℝ) : ℂ) • (A ∘ₗ P ∘ₗ B) + (((-ω - Δ)⁻¹ : ℝ) : ℂ) • (B ∘ₗ P ∘ₗ A)
```

## (e) What survives with unequal denominators

Keep the assumptions on $T,A,B,P$, and let $\omega\neq\Delta$ and $\omega\neq-\Delta$. Show that
$$\langle Tv,Rv\rangle=\frac{2\omega}{\omega^2-\Delta^2}\,\langle Tv,APBv\rangle .$$

Write $M=\langle Tv,APBv\rangle$. By part (c) the other ordering contributes $-M$, so
$$\langle Tv,Rv\rangle=\left(\frac1{\omega-\Delta}-\frac1{-\omega-\Delta}\right)M=\left(\frac1{\omega-\Delta}+\frac1{\omega+\Delta}\right)M=\frac{2\omega}{\omega^2-\Delta^2}\,M .$$

The excluded energies are the resonances, where the perturbative amplitude has a vanishing denominator. In the proof, `d₁`, `d₂` and `d₃` show that the denominators are non-zero, and `key` is the difference of fractions. The remaining lines expand $R$ and insert part (c).

```lean
/-- Away from the resonances `ω = Δ` and `ω = -Δ`, and for symmetric time-even `A`, `B`, `P`,
the Raman amplitude between Kramers partners is `2ω / (ω² - Δ²)` times that of one ordering. -/
theorem raman_residual {T : V →ₛₗ[starRingEnd ℂ] V} (hT : IsKramersReversal T)
    {A B P : V →ₗ[ℂ] V} (hA : A.IsSymmetric) (hB : B.IsSymmetric) (hP : P.IsSymmetric)
    (hAT : TimeEven T A) (hBT : TimeEven T B) (hPT : TimeEven T P)
    {Δ ω : ℝ} (h₁ : ω ≠ Δ) (h₂ : ω ≠ -Δ) (v : V) :
    ⟪T v, ramanOperator A B P Δ ω v⟫_ℂ =
      ((2 * ω / (ω ^ 2 - Δ ^ 2) : ℝ) : ℂ) * ⟪T v, A (P (B v))⟫_ℂ := by
  have d₁ : ω - Δ ≠ 0 := sub_ne_zero.mpr h₁
  have d₂ : -ω - Δ ≠ 0 := fun h => h₂ (by linarith)
  have d₃ : ω ^ 2 - Δ ^ 2 ≠ 0 := by
    have h : ω ^ 2 - Δ ^ 2 = -((ω - Δ) * (-ω - Δ)) := by ring
    rw [h]
    exact neg_ne_zero.mpr (mul_ne_zero d₁ d₂)
  -- the difference of the two energy denominators
  have key : 2 * ω / (ω ^ 2 - Δ ^ 2) = (ω - Δ)⁻¹ - (-ω - Δ)⁻¹ := by
    rw [inv_sub_inv d₁ d₂, div_eq_div_iff d₃ (mul_ne_zero d₁ d₂)]
    ring
  simp only [ramanOperator, LinearMap.add_apply, LinearMap.smul_apply, LinearMap.comp_apply,
    inner_add_right, inner_smul_right]
  rw [raman_paths_opposite hT hA hB hP hAT hBT hPT v, key, Complex.ofReal_sub]
  ring
```

## Two Kramers doublets on $\mathbb C^4$

Components $0,1$ form the ground doublet and $2,3$ the excited one. Time reversal acts in the same way on each:
$$Tv=(-\bar v_1,\bar v_0,-\bar v_3,\bar v_2).$$

```lean
/-- Time reversal on two Kramers doublets, with components `0, 1` and `2, 3`. -/
def reversal₄ : EuclideanSpace ℂ (Fin 4) →ₛₗ[starRingEnd ℂ] EuclideanSpace ℂ (Fin 4) where
  toFun v := !₂[-conj (v 1), conj (v 0), -conj (v 3), conj (v 2)]
  map_add' x y := by ext i; fin_cases i <;> simp <;> ring
  map_smul' c x := by ext i; fin_cases i <;> simp
```

The coupling $A$ exchanges the doublets and keeps the spin: $Av=(v_2,v_3,v_0,v_1)$.

```lean
/-- A coupling that exchanges the two doublets and keeps the spin. -/
def keep₄ : EuclideanSpace ℂ (Fin 4) →ₗ[ℂ] EuclideanSpace ℂ (Fin 4) where
  toFun v := !₂[v 2, v 3, v 0, v 1]
  map_add' x y := by ext i; fin_cases i <;> simp
  map_smul' c x := by ext i; fin_cases i <;> simp
```

The coupling $B$ exchanges them and flips the spin: $Bv=(-v_3,v_2,v_1,-v_0)$.

```lean
/-- A coupling that exchanges the two doublets and flips the spin. -/
def flip₄ : EuclideanSpace ℂ (Fin 4) →ₗ[ℂ] EuclideanSpace ℂ (Fin 4) where
  toFun v := !₂[-v 3, v 2, v 1, -v 0]
  map_add' x y := by ext i; fin_cases i <;> simp <;> ring
  map_smul' c x := by ext i; fin_cases i <;> simp
```

The intermediate-state operator is the projector $Pv=(0,0,v_2,v_3)$.

```lean
/-- The projector on the second doublet. -/
def excited₄ : EuclideanSpace ℂ (Fin 4) →ₗ[ℂ] EuclideanSpace ℂ (Fin 4) where
  toFun v := !₂[0, 0, v 2, v 3]
  map_add' x y := by ext i; fin_cases i <;> simp
  map_smul' c x := by ext i; fin_cases i <;> simp
```

## (f) A non-zero single path

Verify that these maps satisfy every assumption on $T,A,B,P$, and that for $e_0=(1,0,0,0)$
$$\langle Te_0,APBe_0\rangle=-1 .$$

For time reversal,
$$\langle Tx,Ty\rangle=x_1\bar y_1+x_0\bar y_0+x_3\bar y_3+x_2\bar y_2=\langle y,x\rangle ,$$
and applying $T$ twice changes the sign of every component. The matrices of $A$, $B$ and $P$ are real and symmetric. $A$ commutes with $T$ because it swaps two blocks on which $T$ acts identically, and $P$ because it multiplies each block by $0$ or $1$. For $B$,
$$BTv=(-\bar v_2,-\bar v_3,\bar v_0,\bar v_1)=TBv .$$
Finally, $Be_0=(0,0,0,-1)$, which $P$ leaves unchanged and $A$ sends to $(0,-1,0,0)$. Since $Te_0=(0,1,0,0)$, the amplitude is $-1$.

The theorem lists these claims in the same order, and its proof checks them component by component. The cancellation in (d) can therefore take place between non-zero terms.

```lean
/-- The two-doublet model meets all the hypotheses on `T`, `A`, `B`, `P`, and a single ordering
has the amplitude `-1` between the first basis state and its Kramers partner. -/
theorem van_vleck_witness :
    IsKramersReversal reversal₄ ∧
    (keep₄.IsSymmetric ∧ flip₄.IsSymmetric ∧ excited₄.IsSymmetric) ∧
    (TimeEven reversal₄ keep₄ ∧ TimeEven reversal₄ flip₄ ∧ TimeEven reversal₄ excited₄) ∧
    ⟪reversal₄ !₂[1, 0, 0, 0], keep₄ (excited₄ (flip₄ !₂[1, 0, 0, 0]))⟫_ℂ = -1 := by
  refine ⟨⟨fun x y => ?_, fun x => ?_⟩, ⟨fun x y => ?_, fun x y => ?_, fun x y => ?_⟩,
    ⟨fun x => ?_, fun x => ?_, fun x => ?_⟩, ?_⟩
  · simp [reversal₄, PiLp.inner_apply, Fin.sum_univ_four]
    ring
  · ext i; fin_cases i <;> simp [reversal₄]
  · simp [keep₄, PiLp.inner_apply, Fin.sum_univ_four]
    ring
  · simp [flip₄, PiLp.inner_apply, Fin.sum_univ_four]
    ring
  · simp [excited₄, PiLp.inner_apply, Fin.sum_univ_four]
  · ext i; fin_cases i <;> simp [reversal₄, keep₄]
  · ext i; fin_cases i <;> simp [reversal₄, flip₄]
  · ext i; fin_cases i <;> simp [reversal₄, excited₄]
  · simp [reversal₄, keep₄, flip₄, excited₄, PiLp.inner_apply, Fin.sum_univ_four]

end

end VanVleckCancellation
```

```lean
#print axioms VanVleckCancellation.direct_process_vanishes
-- 'VanVleckCancellation.direct_process_vanishes' depends on axioms: [propext, Classical.choice, Quot.sound]
#print axioms VanVleckCancellation.van_vleck_cancellation
-- 'VanVleckCancellation.van_vleck_cancellation' depends on axioms: [propext, Classical.choice, Quot.sound]
#print axioms VanVleckCancellation.raman_residual
-- 'VanVleckCancellation.raman_residual' depends on axioms: [propext, Classical.choice, Quot.sound]
```

## The remainder for $\Delta=5$ and $\omega=1$

In the two-doublet model, measure energies in a common unit and take $\Delta=5$, $\omega=1$. The absorption-first path gives $(-1)/(1-5)=1/4$. The emission-first path has matrix element $+1$ and gives $1/(-1-5)=-1/6$. Their sum is $1/12$, in agreement with (e):
$$\frac{2\cdot1}{1-25}\cdot(-1)=\frac1{12}.$$
The remainder is one third of the absorption-first contribution.
